# A real symmetric matrix has an invertible projection on every linearly independent set exactly when it is positive or negative definite

## Solving a response equation in a few trial vectors

A linear-response calculation that keeps excitations only, without de-excitations, has to solve at frequency $\omega$

$$(H-\omega\mathbf 1)\,y = g ,$$

where $H$ is a real matrix whose eigenvalues are the excitation energies, in the same units as $\omega$, and $g$ is the driving term. When $H$ is large, an iterative solver writes $y\approx Bc$ with a few trial vectors as the columns of $B$, and solves the small equation

$$B^T(H-\omega\mathbf 1)B\,c = B^Tg .$$

It then computes the residual, builds a new trial vector from it, and solves again. Each round relies on the small matrix being invertible.

In the first round one may take the single trial vector $g/|g|$. The small equation is then $(\rho-\omega)\,c=|g|$, where $\rho=g^THg/g^Tg$ is the Rayleigh quotient of $g$. The coefficient $c$ grows without bound as $\rho$ approaches $\omega$, even if no eigenvalue of $H$ is near $\omega$. In later rounds, with orthonormal trial vectors, the small matrix is singular whenever $\omega$ is an eigenvalue of $B^THB$, and these eigenvalues change as the basis grows.

## Which matrices are safe in every basis

Let $A$ be a real square matrix and write $q_A(x)=x^TAx$. The matrix $B^TAB$ is invertible for every $B$ with linearly independent columns if and only if $q_A$ is strictly positive on all nonzero vectors or strictly negative on all of them. For symmetric $A$ this says that $A$ or $-A$ is positive definite.

If $H$ is symmetric and $\omega$ lies below its lowest eigenvalue, $H-\omega\mathbf 1$ is positive definite and every trial basis works. Once $\omega$ lies strictly between two eigenvalues, some basis fails, although the full equation may be perfectly solvable. In electronic structure this concerns linear response with excitations only, as in the Tamm–Dancoff form, for a finite real matrix without damping.

## Bases and frequencies as Lean objects

The finite type `n` labels the underlying orthonormal basis, and `quadForm A x` is $q_A(x)$. A trial basis is a matrix `B : Matrix n (Fin m) ℝ` with any number `m` of columns. The columns must be linearly independent but need not be orthonormal. `projected A B` is $B^TAB$, so the same vectors serve for expanding the solution and for projecting the equation. `IsUnit` means invertible.

`all_projections_invertible_iff` is the statement for a general real matrix. It assumes neither symmetry nor invertibility of `A`. `symmetric_projections_invertible_iff` adds the hypothesis `A.IsSymm`, because `PosDef` includes symmetry: the matrix with rows $(1,1)$ and $(-1,1)$ has $q_A(x)=x_1^2+x_2^2$, so all its projections are invertible, yet neither it nor its negative is `PosDef`.

`response H ω` is $H-\omega\mathbf 1$, and `trial x` is the basis whose only column is $x$. For this basis `singular_iff_rayleigh` says that the projected response matrix is singular exactly when $\omega$ is the Rayleigh quotient of $x$. `projected_equation_fails` takes eigenvectors $u$ and $v$ of $H$ with eigenvalues $a<\omega<b$, and assumes that $H-\omega\mathbf 1$ is invertible, which means physically that $\omega$ hits no resonance. It yields a nonzero $x$ for which the full equation driven by $x$ has exactly one solution, while its projection on $x$ has none.

The model has real matrices and a unit metric. It leaves out complex frequencies and de-excitations, and it does not measure how close to singular a given projection is.

## A form with both signs has a null vector

For any coefficient vector $c$,

$$c^T(B^TAB)c=(Bc)^TA(Bc)=q_A(Bc).$$

Suppose $q_A$ has one strict sign on nonzero vectors, and $B^TAB\,c=0$ with $c\neq0$. Independence of the columns gives $Bc\neq0$, while the identity gives $q_A(Bc)=0$, a contradiction. So $B^TAB$ has no kernel and is invertible.

Conversely, suppose every projection is invertible. A single nonzero column $x$ gives the $1\times1$ matrix $q_A(x)$, so $q_A(x)\neq0$ for every $x\neq0$. It remains to exclude $q_A(x)>0$ together with $q_A(y)<0$. With $\beta=x^TAy+y^TAx$,

$$q_A(x+ty)=q_A(x)+t\beta+t^2q_A(y).$$

The discriminant $\beta^2-4q_A(y)q_A(x)$ is positive, so there is a real root

$$t=\frac{-\beta+\sqrt{\beta^2-4q_A(y)q_A(x)}}{2q_A(y)} .$$

The vector $z=x+ty$ is not zero, since otherwise $x=-ty$ and $q_A(x)=t^2q_A(y)\le0$. Thus $z$ is a nonzero vector with $q_A(z)=0$, which was already excluded.

## Between two eigenvalues

For the response matrix,

$$q_{H-\omega\mathbf 1}(x)=x^THx-\omega\,x^Tx ,$$

which vanishes for $x\neq0$ exactly when $\omega=x^THx/x^Tx$. At the two eigenvectors the form equals $(a-\omega)\,u^Tu<0$ and $(b-\omega)\,v^Tv>0$, so it has a nonzero null vector $x$. If $H-\omega\mathbf 1$ is invertible, the full equation driven by this $x$ has the unique solution $y=(H-\omega\mathbf 1)^{-1}x$. The projected equation reads $0\cdot c=x^Tx$, and its right-hand side is positive.

## One level and two levels

With one level, $H-\omega\mathbf 1$ is a number $h-\omega$, and projection on $x\neq0$ gives $x^2(h-\omega)$. If the full equation is solvable, so is every projected one. The failure therefore needs at least two levels.

Two suffice. For $H=\mathrm{diag}(0,2)$ and $\omega=1$ the response matrix is $\mathrm{diag}(-1,1)$, with determinant $-1$. The zero eigenvalue, which as an excitation energy would mean a state degenerate with the ground state, only keeps the numbers simple: the positive excitation energies in $\mathrm{diag}(1,3)$ give the same response matrix at $\omega=2$. The normalised trial vector $(1,1)/\sqrt2$ has energy expectation value $1=\omega$, so its projected matrix is zero. Driven by this vector, the full equation has the solution $(-1,1)/\sqrt2$, which is orthogonal to the trial vector. Adding any second independent vector makes $B$ square and invertible, and the projected matrix is then invertible again.

## The Lean file

```lean
import Mathlib

open Matrix

namespace ProjectedResponse

variable {n : Type*} [Fintype n]

/-- The quadratic form `xᵀ A x` of a real matrix. -/
def quadForm (A : Matrix n n ℝ) (x : n → ℝ) : ℝ := x ⬝ᵥ A *ᵥ x

/-- The matrix `Bᵀ A B` of the equation projected on the columns of `B`. -/
def projected {m : Type*} (A : Matrix n n ℝ) (B : Matrix n m ℝ) : Matrix m m ℝ :=
  Bᵀ * A * B

/-- The basis that consists of the single trial vector `x`. -/
def trial (x : n → ℝ) : Matrix n (Fin 1) ℝ := Matrix.of fun i _ => x i

/-- The response matrix `H - ω` at frequency `ω`. -/
def response [DecidableEq n] (H : Matrix n n ℝ) (ω : ℝ) : Matrix n n ℝ :=
  H - ω • (1 : Matrix n n ℝ)

/-- The quadratic form of the projected matrix at the coefficients `c` is that of the
full matrix at the vector `B c`. -/
theorem quadForm_projected {m : Type*} [Fintype m] (A : Matrix n n ℝ)
    (B : Matrix n m ℝ) (c : m → ℝ) :
    quadForm (projected A B) c = quadForm A (B *ᵥ c) := by
  unfold quadForm projected
  rw [← Matrix.mulVec_mulVec, ← Matrix.mulVec_mulVec, Matrix.dotProduct_mulVec c Bᵀ,
    Matrix.vecMul_transpose]

/-- The projection on a single trial vector is invertible exactly when the quadratic form
does not vanish at that vector. -/
theorem isUnit_projected_trial (A : Matrix n n ℝ) (x : n → ℝ) :
    IsUnit (projected A (trial x)) ↔ quadForm A x ≠ 0 := by
  have h : projected A (trial x) 0 0 = quadForm A x := by
    rw [projected, Matrix.mul_assoc]
    rfl
  rw [Matrix.isUnit_iff_isUnit_det, Matrix.det_fin_one, h, isUnit_iff_ne_zero]

/-- If the quadratic form is positive at one vector and negative at another, it vanishes
at some nonzero vector. -/
theorem exists_null_vector (A : Matrix n n ℝ) {x y : n → ℝ}
    (hx : 0 < quadForm A x) (hy : quadForm A y < 0) :
    ∃ z, z ≠ 0 ∧ quadForm A z = 0 := by
  obtain ⟨b, hb⟩ : ∃ b, b = x ⬝ᵥ A *ᵥ y + y ⬝ᵥ A *ᵥ x := ⟨_, rfl⟩
  have expand : ∀ t : ℝ, quadForm A (x + t • y)
      = quadForm A x + t * b + t ^ 2 * quadForm A y := by
    intro t
    rw [hb]
    simp only [quadForm, Matrix.mulVec_add, Matrix.mulVec_smul, dotProduct_add,
      add_dotProduct, smul_dotProduct, dotProduct_smul, smul_eq_mul]
    ring
  have scale : ∀ t : ℝ, quadForm A (t • y) = t ^ 2 * quadForm A y := by
    intro t
    simp only [quadForm, Matrix.mulVec_smul, smul_dotProduct, dotProduct_smul, smul_eq_mul]
    ring
  -- the quadratic in `t` has a positive discriminant, hence a real root
  have hd : 0 ≤ b ^ 2 - 4 * quadForm A y * quadForm A x := by
    nlinarith [sq_nonneg b, mul_pos hx (neg_pos.mpr hy)]
  have hs := Real.sq_sqrt hd
  set s := Real.sqrt (b ^ 2 - 4 * quadForm A y * quadForm A x)
  have hr : 2 * quadForm A y ≠ 0 := mul_ne_zero two_ne_zero hy.ne
  obtain ⟨t, ht⟩ : ∃ t, 2 * quadForm A y * t + b = s :=
    ⟨(s - b) / (2 * quadForm A y), by rw [mul_div_cancel₀ _ hr]; ring⟩
  refine ⟨x + t • y, ?_, ?_⟩
  · intro h
    have hxy : x = (-t) • y := by
      rw [neg_smul]
      exact eq_neg_of_add_eq_zero_left h
    rw [hxy, scale] at hx
    nlinarith [mul_nonneg (sq_nonneg (-t)) (neg_pos.mpr hy).le]
  · rw [expand]
    have h4 : (2 * quadForm A y) *
        (2 * (quadForm A x + t * b + t ^ 2 * quadForm A y)) = 0 := by
      linear_combination (2 * quadForm A y * t + b + s) * ht + hs
    have h2 := (mul_eq_zero.mp h4).resolve_left hr
    linarith

/-- Every projection of a real matrix on linearly independent vectors is invertible if and
only if its quadratic form has one strict sign on all nonzero vectors. -/
theorem all_projections_invertible_iff (A : Matrix n n ℝ) :
    (∀ (m : ℕ) (B : Matrix n (Fin m) ℝ),
      LinearIndependent ℝ (fun (j : Fin m) (i : n) => B i j) → IsUnit (projected A B)) ↔
    (∀ x, x ≠ 0 → 0 < quadForm A x) ∨ (∀ x, x ≠ 0 → quadForm A x < 0) := by
  constructor
  · intro h
    -- one-column bases exclude null vectors
    have hne : ∀ x, x ≠ 0 → quadForm A x ≠ 0 := by
      intro x hx
      refine (isUnit_projected_trial A x).mp (h 1 (trial x) ?_)
      refine Fintype.linearIndependent_iff.mpr fun g hg i => ?_
      rw [Fin.sum_univ_one] at hg
      have h0 : g 0 • x = 0 := hg
      rw [Subsingleton.elim i 0]
      exact (smul_eq_zero.mp h0).resolve_right hx
    by_cases hpos : ∀ x, x ≠ 0 → 0 < quadForm A x
    · exact Or.inl hpos
    · push Not at hpos
      obtain ⟨y, hy, hyn⟩ := hpos
      refine Or.inr fun x hx => ?_
      by_contra hc
      obtain ⟨z, hz, hz0⟩ := exists_null_vector A
        (lt_of_le_of_ne (not_lt.mp hc) (hne x hx).symm) (lt_of_le_of_ne hyn (hne y hy))
      exact hne z hz hz0
  · intro h m B hB
    rw [Matrix.isUnit_iff_isUnit_det, isUnit_iff_ne_zero]
    intro hdet
    -- a kernel vector `c` of the projection would give a null vector `B c` of the full form
    obtain ⟨c, hc, h0⟩ := Matrix.exists_mulVec_eq_zero_iff.mpr hdet
    have hq : quadForm A (B *ᵥ c) = 0 := by
      rw [← quadForm_projected, quadForm, h0, dotProduct_zero]
    have hBc : B *ᵥ c ≠ 0 := by
      intro hz
      refine hc (funext (Fintype.linearIndependent_iff.mp hB c ?_))
      ext i
      have hi := congrFun hz i
      simpa [Matrix.mulVec, dotProduct, mul_comm] using hi
    rcases h with h | h
    · exact (h _ hBc).ne' hq
    · exact (h _ hBc).ne hq

/-- For a real symmetric matrix `A`, every projection on linearly independent vectors is
invertible if and only if `A` or `-A` is positive definite. -/
theorem symmetric_projections_invertible_iff (A : Matrix n n ℝ) (hA : A.IsSymm) :
    (∀ (m : ℕ) (B : Matrix n (Fin m) ℝ),
      LinearIndependent ℝ (fun (j : Fin m) (i : n) => B i j) → IsUnit (projected A B)) ↔
    A.PosDef ∨ (-A).PosDef := by
  have key : ∀ M : Matrix n n ℝ, M.IsSymm →
      (M.PosDef ↔ ∀ x, x ≠ 0 → 0 < quadForm M x) := by
    intro M hM
    rw [Matrix.posDef_iff_dotProduct_mulVec]
    constructor
    · rintro ⟨_, h⟩ x hx
      have h' := @h x hx
      rw [star_trivial] at h'
      exact h'
    · intro h
      refine ⟨?_, ?_⟩
      · rw [Matrix.IsHermitian, Matrix.conjTranspose_eq_transpose_of_trivial]
        exact hM
      · intro x hx
        rw [star_trivial]
        exact h x hx
  have hneg : ∀ x, quadForm (-A) x = -quadForm A x := fun x => by
    rw [quadForm, Matrix.neg_mulVec, dotProduct_neg, quadForm]
  have hA' : (-A).IsSymm := by
    rw [Matrix.IsSymm, Matrix.transpose_neg, hA.eq]
  rw [all_projections_invertible_iff, key A hA, key (-A) hA']
  simp only [hneg, neg_pos]

variable [DecidableEq n]

/-- The quadratic form of `H - ω` is that of `H` minus `ω` times the squared length. -/
theorem quadForm_response (H : Matrix n n ℝ) (ω : ℝ) (x : n → ℝ) :
    quadForm (response H ω) x = quadForm H x - ω * (x ⬝ᵥ x) := by
  rw [quadForm, response, Matrix.sub_mulVec, Matrix.smul_mulVec, Matrix.one_mulVec,
    dotProduct_sub, dotProduct_smul, smul_eq_mul, quadForm]

/-- The response matrix projected on one nonzero trial vector is singular exactly when the
frequency equals the Rayleigh quotient of that vector. -/
theorem singular_iff_rayleigh (H : Matrix n n ℝ) (ω : ℝ) {x : n → ℝ} (hx : x ≠ 0) :
    ¬ IsUnit (projected (response H ω) (trial x)) ↔ ω = quadForm H x / (x ⬝ᵥ x) := by
  have hxx : x ⬝ᵥ x ≠ 0 := mt dotProduct_self_eq_zero.mp hx
  rw [isUnit_projected_trial, not_not, quadForm_response, eq_div_iff hxx]
  constructor <;> intro h <;> linarith

/-- Let `ω` lie strictly between two eigenvalues of `H`, with `H - ω` invertible. Then for
some nonzero `x` the full response equation driven by `x` has exactly one solution, while
its projection on `x` has none. -/
theorem projected_equation_fails (H : Matrix n n ℝ) {a b ω : ℝ} {u v : n → ℝ}
    (hu : u ≠ 0) (hv : v ≠ 0) (hHu : H *ᵥ u = a • u) (hHv : H *ᵥ v = b • v)
    (ha : a < ω) (hb : ω < b) (hω : IsUnit (response H ω)) :
    ∃ x : n → ℝ, x ≠ 0 ∧ (∃! y, response H ω *ᵥ y = x) ∧
      ∀ c, projected (response H ω) (trial x) *ᵥ c ≠ (trial x)ᵀ *ᵥ x := by
  have hpos : ∀ w : n → ℝ, w ≠ 0 → 0 < w ⬝ᵥ w := fun w hw =>
    lt_of_le_of_ne (Finset.sum_nonneg fun i _ => mul_self_nonneg (w i))
      (Ne.symm (mt dotProduct_self_eq_zero.mp hw))
  -- the two eigenvectors give the form opposite signs
  have h1 : quadForm (response H ω) u < 0 := by
    rw [quadForm_response, quadForm, hHu, dotProduct_smul, smul_eq_mul]
    nlinarith [mul_pos (sub_pos.mpr ha) (hpos u hu)]
  have h2 : 0 < quadForm (response H ω) v := by
    rw [quadForm_response, quadForm, hHv, dotProduct_smul, smul_eq_mul]
    nlinarith [mul_pos (sub_pos.mpr hb) (hpos v hv)]
  obtain ⟨x, hx, hx0⟩ := exists_null_vector _ h2 h1
  have hdet := (Matrix.isUnit_iff_isUnit_det _).mp hω
  refine ⟨x, hx, ⟨(response H ω)⁻¹ *ᵥ x, ?_, ?_⟩, ?_⟩
  · show response H ω *ᵥ ((response H ω)⁻¹ *ᵥ x) = x
    rw [Matrix.mulVec_mulVec, Matrix.mul_nonsing_inv _ hdet, Matrix.one_mulVec]
  · intro y hy
    have hy' : response H ω *ᵥ y = x := hy
    rw [← hy', Matrix.mulVec_mulVec, Matrix.nonsing_inv_mul _ hdet, Matrix.one_mulVec]
  · intro c hc
    -- the projected matrix is zero, but the projected driving term is `x ⬝ᵥ x`
    have hP : projected (response H ω) (trial x) = 0 := by
      ext i j
      rw [projected, Matrix.mul_assoc]
      exact hx0
    rw [hP, Matrix.zero_mulVec] at hc
    have hxx : x ⬝ᵥ x = 0 := (congrFun hc 0).symm
    exact hx (dotProduct_self_eq_zero.mp hxx)

/-- For the two-level matrix `diag(0, 2)` at frequency `1` the response matrix is
invertible, but its projection on the vector `(1, 1)` is singular. -/
theorem two_level_witness :
    IsUnit (response !![0, 0; 0, 2] 1) ∧
      ¬ IsUnit (projected (response !![0, 0; 0, 2] 1) (trial ![1, 1])) := by
  constructor
  · rw [Matrix.isUnit_iff_isUnit_det, Matrix.det_fin_two, isUnit_iff_ne_zero]
    norm_num [response]
  · rw [isUnit_projected_trial, not_not, quadForm_response]
    norm_num [quadForm, Matrix.mulVec, dotProduct, Fin.sum_univ_two]

end ProjectedResponse
```

```lean
#print axioms ProjectedResponse.symmetric_projections_invertible_iff
#print axioms ProjectedResponse.singular_iff_rayleigh
#print axioms ProjectedResponse.projected_equation_fails
```

```
'ProjectedResponse.symmetric_projections_invertible_iff' depends on axioms: [propext, Classical.choice, Quot.sound]
'ProjectedResponse.singular_iff_rayleigh' depends on axioms: [propext, Classical.choice, Quot.sound]
'ProjectedResponse.projected_equation_fails' depends on axioms: [propext, Classical.choice, Quot.sound]
```

## How the lemmas produce and exclude null vectors

`quadForm_projected` is the identity $c^T(B^TAB)c=q_A(Bc)$, obtained by moving $B^T$ onto the left vector. `isUnit_projected_trial` treats a single column: the determinant of a $1\times1$ matrix is its entry, here $q_A(x)$.

`exists_null_vector` solves the quadratic. The number called `b` there is $\beta$, `expand` is the expansion in $t$, and `hd` shows that the discriminant is nonnegative. With `s` as its square root, $t$ is chosen so that $2q_A(y)t+\beta=s$. The `linear_combination` step then completes the square,

$$4q_A(y)\,q_A(x+ty)=(2q_A(y)t+\beta)^2-\bigl(\beta^2-4q_A(y)q_A(x)\bigr)=0,$$

and the nonzero factor is cancelled. The equation `scale`, $q_A(ty)=t^2q_A(y)$, serves to show that $x+ty\neq0$.

In `all_projections_invertible_iff`, the forward direction first applies the hypothesis to one-column bases, which gives `hne`: no nonzero vector is null. If the form is not positive everywhere, some $y$ has $q_A(y)<0$, and a vector with positive form would then produce a null vector by the previous lemma. The reverse direction starts from a vanishing determinant, which `Matrix.exists_mulVec_eq_zero_iff` turns into a kernel vector $c$. Linear independence gives `hBc`, that is $Bc\neq0$, and `hq` says $q_A(Bc)=0$, against the strict sign.

For symmetric matrices, `key` identifies `PosDef` with positivity of the form, and `hneg` converts negativity for $A$ into positivity for $-A$.

The response theorems start from `quadForm_response`, the formula for $q_{H-\omega\mathbf 1}$. Setting it to zero and dividing by $x^Tx$ gives `singular_iff_rayleigh`. In `projected_equation_fails`, `h1` and `h2` are the two signs at the eigenvectors, and `exists_null_vector` supplies $x$. The inverse matrix gives existence and uniqueness for the full equation. `hP` says that the projected matrix is zero, so a solution of the projected equation would force $x^Tx=0$ and hence $x=0$. `two_level_witness` evaluates the determinant and the form for the two-level example, with the unnormalised vector $(1,1)$.
